# In an even quartic potential, a classical mode's fitted force constant lies below its centred self-consistent value

A soft lattice mode may have negative harmonic curvature and be held in place only by its quartic term. At finite temperature it can still be given an effective force constant. One way is to sample the motion and fit a linear force; another is to assume a Gaussian distribution and fix its width self-consistently. Do the two agree?

## Two force constants for one mode

Let the mode coordinate \(x\) have the potential
\[
V(x)=\tfrac a2x^2+\tfrac b4x^4,\qquad b>0,
\]
with \(a\) of either sign. The temperature \(T>0\) is in energy units. Write \(\langle\cdot\rangle\) for the average with weight \(e^{-V/T}\). By symmetry \(\langle x\rangle=0\), so the variance is \(m=\langle x^2\rangle\).

The integral of the derivative of \(x^{n+1}e^{-V/T}\) over the line vanishes, which gives
\[
a\langle x^{n+2}\rangle+b\langle x^{n+4}\rangle=(n+1)T\langle x^n\rangle .
\]
For \(n=0\) this is the virial theorem, \(\langle xV'\rangle=am+b\langle x^4\rangle=T\). The mean square error of fitting \(Kx\) to \(V'(x)\) is therefore
\[
\langle V'^2\rangle-2KT+K^2m ,
\]
with its minimum at \(K=T/m\).

A centred Gaussian of variance \(s\) belongs to a harmonic mode of force constant \(T/s\). Self-consistency sets this equal to the Gaussian average of \(V''=a+3bx^2\):
\[
\frac Ts=a+3bs,\qquad\text{that is}\qquad as+3bs^2=T .
\]
The roots of this quadratic have product \(-T/(3b)<0\), so exactly one is positive.

The claim is that \(m>s\), and hence \(T/m<T/s\).

## Comparing the exact density with a Gaussian

Let \(p\) be the normalised Boltzmann density and \(g\) the centred Gaussian density of any variance \(s>0\). Since the logarithm is increasing, \((p-g)(\log p-\log g)\) is positive wherever \(p\ne g\). Here
\[
\log p-\log g=\text{const}+\frac{T/s-a}{2T}x^2-\frac b{4T}x^4 ,
\]
which is not identically zero because \(b>0\). On integration the constant drops out, as both densities are normalised. The Gaussian moments are \(s\) and \(3s^2\), so multiplying by \(4T\) gives
\[
b(\langle x^4\rangle-3s^2)<2\left(\frac Ts-a\right)(m-s).
\]

Now let \(s\) be self-consistent. Then \(T/s-a=3bs\), and the virial theorem gives \(b\langle x^4\rangle=T-am\), so the left side is \(T-am-3bs^2=-a(m-s)\). Hence
\[
(a+6bs)(m-s)>0 .
\]
The first factor equals \(T/s+3bs>0\), so \(m>s\).

Choosing \(s=m\) in the comparison instead gives \(\langle x^4\rangle<3m^2\): Gaussian decoupling at the exact variance overestimates the fourth moment.

## A purely quartic mode, and the harmonic limit

Take \(a=0\), \(b=1\), \(T=3\). Then \(3s^2=3\), so \(s=1\) and \(T/s=3\). The weight is \(e^{-x^4/12}\), and the substitution \(u=x^4/12\) gives
\[
m=\sqrt{12}\,\frac{\Gamma(3/4)}{\Gamma(1/4)}\approx1.171,\qquad \frac Tm\approx2.56 .
\]
The virial theorem gives \(\langle x^4\rangle=3\), against \(3m^2\approx4.11\).

The condition \(b>0\) can't be relaxed to \(b\ge0\): for \(a=1\), \(b=0\), \(T=1\), both \(s\) and \(m\) equal 1.

## The mode and its thermal averages in Lean

```lean
import Mathlib

open MeasureTheory

namespace SelfConsistentPhonon

noncomputable section
```

The potential is a function of two real parameters and the coordinate.

```lean
/-- The quartic potential `V(x) = a x²/2 + b x⁴/4` of a single mode. -/
def potential (a b x : ℝ) : ℝ := a / 2 * x ^ 2 + b / 4 * x ^ 4
```

`Confining` also admits the harmonic case, so the comparison Gaussian is the same model with parameters `T / s` and `0`.

```lean
/-- The potential confines the mode: `b > 0`, or `b = 0` and `a > 0`. -/
def Confining (a b : ℝ) : Prop := 0 < b ∨ (b = 0 ∧ 0 < a)
```

Averages are integrals over the whole real line, divided by the partition function. They stand for ideal sampling, without statistical error.

```lean
/-- The Boltzmann weight `exp(-V(x)/T)`, for `T > 0`. -/
def weight (a b T x : ℝ) : ℝ := Real.exp (-(potential a b x) / T)

/-- The configurational partition function, for a confining potential and `T > 0`. -/
def partitionFunction (a b T : ℝ) : ℝ := ∫ x, weight a b T x

/-- The classical thermal average of `f`, for a confining potential and `T > 0`. -/
def average (a b T : ℝ) (f : ℝ → ℝ) : ℝ :=
  (∫ x, f x * weight a b T x) / partitionFunction a b T

/-- The thermal moment `⟨xⁿ⟩`. -/
def moment (a b T : ℝ) (n : ℕ) : ℝ := average a b T (fun x => x ^ n)
```

The variance is taken about the thermal mean; that this mean vanishes is proved below.

```lean
/-- The thermal variance `⟨(x - ⟨x⟩)²⟩`. -/
def variance (a b T : ℝ) : ℝ :=
  average a b T (fun x => (x - average a b T (fun y => y)) ^ 2)
```

## Convergent moments and the virial hierarchy

For \(b>0\), completing the square gives
\[
-\frac VT\le\frac{(a-1)^2}{4bT}-\frac{x^2}{2T},
\]
so a Gaussian dominates the weight. For \(b=0\) the weight is itself Gaussian.

```lean
variable {a b T s : ℝ}

/-- In a confining potential at `T > 0` every moment integral converges. -/
theorem integrable_moment (h : Confining a b) (hT : 0 < T) (n : ℕ) :
    Integrable (fun x : ℝ => x ^ n * weight a b T x) := by
  have gauss : ∀ k : ℝ, 0 < k →
      Integrable (fun x : ℝ => x ^ n * Real.exp (-k * x ^ 2)) := fun k hk => by
    have h := integrable_rpow_mul_exp_neg_mul_sq hk (s := (n : ℝ))
      (by have := Nat.cast_nonneg (α := ℝ) n; linarith)
    simpa only [Real.rpow_natCast] using h
  rcases h with hb | ⟨rfl, ha⟩
  · -- completing the square bounds the weight by a Gaussian
    refine ((gauss (1 / (2 * T)) (by positivity)).const_mul
      (Real.exp ((a - 1) ^ 2 / (4 * b * T)))).mono
      (Continuous.aestronglyMeasurable (by unfold weight potential; fun_prop))
      (ae_of_all _ fun x => ?_)
    have key : weight a b T x ≤ Real.exp ((a - 1) ^ 2 / (4 * b * T)) *
        Real.exp (-(1 / (2 * T)) * x ^ 2) := by
      rw [← Real.exp_add]
      apply Real.exp_le_exp.mpr
      have e : (a - 1) ^ 2 / (4 * b * T) + -(1 / (2 * T)) * x ^ 2
          - -(potential a b x) / T = b * (x ^ 2 + (a - 1) / b) ^ 2 / (4 * T) := by
        unfold potential
        field_simp
        ring
      have : 0 ≤ b * (x ^ 2 + (a - 1) / b) ^ 2 / (4 * T) := by positivity
      linarith
    have hw : |weight a b T x| = weight a b T x := abs_of_pos (Real.exp_pos _)
    rw [Real.norm_eq_abs, Real.norm_eq_abs, abs_mul, abs_mul, abs_mul, hw,
      Real.abs_exp, Real.abs_exp]
    calc _ ≤ |x ^ n| * _ := mul_le_mul_of_nonneg_left key (abs_nonneg _)
      _ = _ := by ring
  · refine (gauss (a / (2 * T)) (by positivity)).congr (ae_of_all _ fun x => ?_)
    simp only [weight, potential]
    congr 2
    ring

/-- In a confining potential at `T > 0` the partition function is positive. -/
theorem partition_pos (h : Confining a b) (hT : 0 < T) : 0 < partitionFunction a b T := by
  have h0 : Integrable (fun x => weight a b T x) := by
    simpa using integrable_moment h hT 0
  unfold partitionFunction
  simp only [weight] at h0 ⊢
  exact integral_exp_pos h0
```

The next lemma turns averages of even polynomials into moments. Degree six is needed for the squared force error.

```lean
/-- For a confining potential and `T > 0`, an even polynomial of degree at most six is
integrable against the weight, and its average is the same combination of moments. -/
theorem average_even (h : Confining a b) (hT : 0 < T) (c0 c2 c4 c6 : ℝ) (Q : ℝ → ℝ)
    (hQ : ∀ x, Q x = c0 + c2 * x ^ 2 + c4 * x ^ 4 + c6 * x ^ 6) :
    Integrable (fun x => Q x * weight a b T x) ∧ average a b T Q =
      c0 + c2 * moment a b T 2 + c4 * moment a b T 4 + c6 * moment a b T 6 := by
  have hi := fun n => integrable_moment h hT n
  have e : (fun x => Q x * weight a b T x) = fun x =>
      c0 * (x ^ 0 * weight a b T x) + c2 * (x ^ 2 * weight a b T x)
        + c4 * (x ^ 4 * weight a b T x) + c6 * (x ^ 6 * weight a b T x) := by
    funext x
    rw [hQ]
    ring
  have j1 : Integrable (fun x => c0 * (x ^ 0 * weight a b T x)
      + c2 * (x ^ 2 * weight a b T x)) := ((hi 0).const_mul c0).add ((hi 2).const_mul c2)
  have j2 : Integrable (fun x => c0 * (x ^ 0 * weight a b T x)
      + c2 * (x ^ 2 * weight a b T x) + c4 * (x ^ 4 * weight a b T x)) :=
    j1.add ((hi 4).const_mul c4)
  refine ⟨by rw [e]; exact j2.add ((hi 6).const_mul c6), ?_⟩
  have hZ : ∫ x, weight a b T x = partitionFunction a b T := rfl
  simp only [moment, average]
  rw [e, integral_add j2 ((hi 6).const_mul c6), integral_add j1 ((hi 4).const_mul c4),
    integral_add ((hi 0).const_mul c0) ((hi 2).const_mul c2)]
  simp only [integral_const_mul, pow_zero, one_mul, hZ]
  linear_combination c0 * mul_inv_cancel₀ (partition_pos h hT).ne'
```

In `virial`, `hd` computes the derivative of \(T x^{n+1}e^{-V/T}\), and `z` states that its integral vanishes.

```lean
/-- Virial hierarchy: `a⟨xⁿ⁺²⟩ + b⟨xⁿ⁺⁴⟩ = (n+1) T ⟨xⁿ⟩` in a confining potential at
`T > 0`. -/
theorem virial (h : Confining a b) (hT : 0 < T) (n : ℕ) :
    a * moment a b T (n + 2) + b * moment a b T (n + 4)
      = ((n : ℝ) + 1) * T * moment a b T n := by
  have hi := fun n => integrable_moment h hT n
  have hd : ∀ x : ℝ, HasDerivAt (fun y => T * (y ^ (n + 1) * weight a b T y))
      (((n : ℝ) + 1) * T * (x ^ n * weight a b T x) - a * (x ^ (n + 2) * weight a b T x)
        - b * (x ^ (n + 4) * weight a b T x)) x := by
    intro x
    have h2 : HasDerivAt (fun y : ℝ => y ^ 2) (2 * x) x := by simpa using hasDerivAt_pow 2 x
    have h4 : HasDerivAt (fun y : ℝ => y ^ 4) (4 * x ^ 3) x := by
      simpa using hasDerivAt_pow 4 x
    have hp : HasDerivAt (fun y : ℝ => y ^ (n + 1)) (((n : ℝ) + 1) * x ^ n) x := by
      simpa using hasDerivAt_pow (n + 1) x
    have hw : HasDerivAt (fun y => weight a b T y)
        (weight a b T x * (-(a / 2 * (2 * x) + b / 4 * (4 * x ^ 3)) / T)) x :=
      (((h2.const_mul (a / 2)).fun_add (h4.const_mul (b / 4))).fun_neg.div_const T).exp
    refine ((hp.fun_mul hw).const_mul T).congr_deriv ?_
    linear_combination (-(a * x + b * x ^ 3) * x ^ (n + 1) * weight a b T x) *
      mul_inv_cancel₀ hT.ne'
  have j1 : Integrable (fun x => ((n : ℝ) + 1) * T * (x ^ n * weight a b T x)
      - a * (x ^ (n + 2) * weight a b T x)) :=
    ((hi n).const_mul _).sub ((hi (n + 2)).const_mul a)
  -- the integral of a total derivative vanishes
  have z := integral_eq_zero_of_hasDerivAt_of_integrable hd
    (j1.sub ((hi (n + 4)).const_mul b)) ((hi (n + 1)).const_mul T)
  rw [integral_sub j1 ((hi (n + 4)).const_mul b),
    integral_sub ((hi n).const_mul _) ((hi (n + 2)).const_mul a)] at z
  simp only [integral_const_mul] at z
  simp only [moment, average]
  linear_combination (-(partitionFunction a b T)⁻¹) * z
```

Reflection \(x\to-x\) removes the mean.

```lean
/-- In a confining potential at `T > 0` the variance equals `⟨x²⟩` and is positive. -/
theorem variance_eq (h : Confining a b) (hT : 0 < T) :
    variance a b T = moment a b T 2 ∧ 0 < moment a b T 2 := by
  constructor
  · have e : ∀ x, weight a b T (-x) = weight a b T x := by
      intro x
      unfold weight potential
      congr 1
      ring
    have m0 : average a b T (fun y => y) = 0 := by
      have r := integral_neg_eq_self (fun x => x * weight a b T x) volume
      simp only [e, neg_mul, integral_neg] at r
      have r0 : ∫ x, x * weight a b T x = 0 := by linarith
      simp only [average, r0, zero_div]
    simp only [variance, m0, sub_zero, moment]
  · refine div_pos (integral_pos_of_integrable_nonneg_nonzero (x := 1)
      (by unfold weight potential; fun_prop) (integrable_moment h hT 2)
      (fun x => mul_nonneg (sq_nonneg x) (Real.exp_pos _).le) ?_) (partition_pos h hT)
    simp [weight]
```

The Gaussian moments follow from `virial` at \(n=0\) and \(n=2\) with the quartic coefficient zero.

```lean
/-- For `T, s > 0`, a harmonic mode of force constant `T/s` has `⟨x²⟩ = s` and
`⟨x⁴⟩ = 3s²`. -/
theorem harmonic_moments (hT : 0 < T) (hs : 0 < s) :
    moment (T / s) 0 T 2 = s ∧ moment (T / s) 0 T 4 = 3 * s ^ 2 := by
  have hk : 0 < T / s := div_pos hT hs
  have hG : Confining (T / s) 0 := Or.inr ⟨rfl, hk⟩
  have hc : T / s * s = T := div_mul_cancel₀ T hs.ne'
  have m0 : moment (T / s) 0 T 0 = 1 := by
    have := (average_even hG hT 1 0 0 0 (fun x => x ^ 0) (by intro x; ring)).2
    unfold moment at this ⊢
    linarith
  have g2 : moment (T / s) 0 T 2 = s := by
    have r : T / s * moment (T / s) 0 T 2 + 0 * moment (T / s) 0 T 4
      = (((0 : ℕ) : ℝ) + 1) * T * moment (T / s) 0 T 0 := virial hG hT 0
    rw [m0, Nat.cast_zero] at r
    apply mul_left_cancel₀ hk.ne'
    linear_combination r - hc
  refine ⟨g2, mul_left_cancel₀ hk.ne' ?_⟩
  have r : T / s * moment (T / s) 0 T 4 + 0 * moment (T / s) 0 T 6
    = (((2 : ℕ) : ℝ) + 1) * T * moment (T / s) 0 T 2 := virial hG hT 2
  rw [g2, Nat.cast_ofNat] at r
  linear_combination r - 3 * s * hc
```

## The inequality between the densities

`Q` is \(4T(\log p-\log g)\). The step `gap` is the monotonicity argument, with `u` and `v` the two log-densities. If `Q` vanished at 0, 1 and 2, then \(b\) would be zero; so `Q` is nonzero somewhere, and continuity makes the integral strictly positive.

```lean
/-- Comparison of the exact distribution with a Gaussian of any variance `s > 0`, for
`b, T > 0`: `b(⟨x⁴⟩ - 3s²) < 2(T/s - a)(⟨x²⟩ - s)`. -/
theorem gaussian_comparison (hb : 0 < b) (hT : 0 < T) (hs : 0 < s) :
    b * (moment a b T 4 - 3 * s ^ 2) < 2 * (T / s - a) * (moment a b T 2 - s) := by
  have hP : Confining a b := Or.inl hb
  have hG : Confining (T / s) 0 := Or.inr ⟨rfl, div_pos hT hs⟩
  have hZ := partition_pos hP hT
  have hY := partition_pos hG hT
  -- Q is 4T times the difference of the two log-densities
  obtain ⟨Q, hQ⟩ : ∃ Q : ℝ → ℝ, ∀ x, Q x =
      4 * T * (Real.log (partitionFunction (T / s) 0 T) - Real.log (partitionFunction a b T))
        + 2 * (T / s - a) * x ^ 2 + (-b) * x ^ 4 + 0 * x ^ 6 := ⟨_, fun _ => rfl⟩
  obtain ⟨iP, eP⟩ := average_even hP hT _ _ _ _ Q hQ
  obtain ⟨iG, eG⟩ := average_even hG hT _ _ _ _ Q hQ
  have hpos : ∀ x, Q x ≠ 0 → 0 < Q x * weight a b T x / partitionFunction a b T
      - Q x * weight (T / s) 0 T x / partitionFunction (T / s) 0 T := by
    intro x hx
    obtain ⟨u, hu⟩ : ∃ u, u = -(potential a b x) / T - Real.log (partitionFunction a b T) :=
      ⟨_, rfl⟩
    obtain ⟨v, hv⟩ : ∃ v, v = -(potential (T / s) 0 x) / T
      - Real.log (partitionFunction (T / s) 0 T) := ⟨_, rfl⟩
    have eu : weight a b T x / partitionFunction a b T = Real.exp u := by
      rw [hu, Real.exp_sub, Real.exp_log hZ, weight]
    have ev : weight (T / s) 0 T x / partitionFunction (T / s) 0 T = Real.exp v := by
      rw [hv, Real.exp_sub, Real.exp_log hY, weight]
    have q : Q x = 4 * T * (u - v) := by
      rw [hQ, hu, hv]
      unfold potential
      linear_combination (-(2 * (T / s - a) * x ^ 2 - b * x ^ 4)) * mul_inv_cancel₀ hT.ne'
    have huv : u ≠ v := fun e => hx (by rw [q, e]; ring)
    have gap : 0 < (u - v) * (Real.exp u - Real.exp v) := by
      rcases lt_or_gt_of_ne huv with l | l
      · exact mul_pos_of_neg_of_neg (sub_neg.2 l) (sub_neg.2 (Real.exp_lt_exp.2 l))
      · exact mul_pos (sub_pos.2 l) (sub_pos.2 (Real.exp_lt_exp.2 l))
    rw [mul_div_assoc, mul_div_assoc, eu, ev, q]
    have := mul_pos (mul_pos four_pos hT) gap
    linarith
  obtain ⟨x, hx⟩ : ∃ x, Q x ≠ 0 := by
    by_contra hc
    have hz : ∀ x, Q x = 0 := fun x => by_contra fun hx => hc ⟨x, hx⟩
    have q0 := (hQ 0).symm.trans (hz 0)
    have q1 := (hQ 1).symm.trans (hz 1)
    have q2 := (hQ 2).symm.trans (hz 2)
    linarith
  have hQc : Continuous Q := by
    rw [funext hQ]
    fun_prop
  have pos := integral_pos_of_integrable_nonneg_nonzero (μ := volume) (x := x)
    (f := fun x => Q x * weight a b T x / partitionFunction a b T
      - Q x * weight (T / s) 0 T x / partitionFunction (T / s) 0 T)
    (by unfold weight potential; fun_prop) ((iP.div_const _).sub (iG.div_const _))
    (fun y => by
      by_cases hy : Q y = 0
      · simp [hy]
      · exact (hpos y hy).le) (hpos x hx).ne'
  rw [integral_sub (iP.div_const _) (iG.div_const _), integral_div, integral_div] at pos
  change 0 < average a b T Q - average (T / s) 0 T Q at pos
  rw [eP, eG, (harmonic_moments hT hs).1, (harmonic_moments hT hs).2] at pos
  linarith
```

## The fit, the ordering and the fourth moment

`force_fit` completes the square in \(K\): the error exceeds its value at \(T/m\) by \(m(K-T/m)^2\), so \(T/m\) is the unique least-squares force constant.

```lean
/-- In a confining potential at `T > 0`, the mean square error of fitting `K x` to `V'(x)`
exceeds its value at `K = T/m` by `m (K - T/m)²`, where `m` is the variance. -/
theorem force_fit (h : Confining a b) (hT : 0 < T) (K : ℝ) :
    average a b T (fun x => (a * x + b * x ^ 3 - K * x) ^ 2) =
      average a b T (fun x => (a * x + b * x ^ 3 - T / variance a b T * x) ^ 2)
        + variance a b T * (K - T / variance a b T) ^ 2 := by
  obtain ⟨hv, hm⟩ := variance_eq h hT
  have e : ∀ k, average a b T (fun x => (a * x + b * x ^ 3 - k * x) ^ 2) = _ := fun k =>
    (average_even h hT 0 ((a - k) ^ 2) (2 * (a - k) * b) (b ^ 2) _ (by intro x; ring)).2
  have r : a * moment a b T 2 + b * moment a b T 4
    = (((0 : ℕ) : ℝ) + 1) * T * moment a b T 0 := virial h hT 0
  have m0 : moment a b T 0 = 1 := by
    have := (average_even h hT 1 0 0 0 (fun x => x ^ 0) (by intro x; ring)).2
    unfold moment at this ⊢
    linarith
  rw [m0, Nat.cast_zero] at r
  have hk : T / moment a b T 2 * moment a b T 2 = T := div_mul_cancel₀ T hm.ne'
  rw [hv, e, e]
  generalize T / moment a b T 2 = k at hk ⊢
  linear_combination 2 * (K - k) * (hk - r)
```

The main theorem takes the self-consistency equation as its hypothesis `h`; it does not derive it from a variational principle. In the proof, `hk` rewrites \(T/s\) as \(a+3bs\), `r` is the virial theorem, and `prod` is the product inequality found by hand.

```lean
/-- For `b, T > 0` and any real `a`, let `s > 0` solve `a s + 3b s² = T`. Then the exact
variance `m` exceeds `s`, and the fitted force constant `T/m` lies strictly below `T/s`. -/
theorem fitted_lt_selfConsistent (hb : 0 < b) (hT : 0 < T) (hs : 0 < s)
    (h : a * s + 3 * b * s ^ 2 = T) :
    s < variance a b T ∧ T / variance a b T < T / s := by
  have hP : Confining a b := Or.inl hb
  have r : a * moment a b T 2 + b * moment a b T 4
    = (((0 : ℕ) : ℝ) + 1) * T * moment a b T 0 := virial hP hT 0
  have m0 : moment a b T 0 = 1 := by
    have := (average_even hP hT 1 0 0 0 (fun x => x ^ 0) (by intro x; ring)).2
    unfold moment at this ⊢
    linarith
  rw [m0, Nat.cast_zero] at r
  have hk : T / s = a + 3 * b * s := by
    rw [div_eq_iff hs.ne']
    linear_combination -h
  have gap := gaussian_comparison (a := a) hb hT hs
  have kpos := div_pos hT hs
  rw [hk] at gap kpos
  -- the virial theorem removes the fourth moment
  have prod : 0 < (a + 6 * b * s) * (moment a b T 2 - s) := by linarith
  have c : 0 < a + 6 * b * s := by linarith [mul_pos hb hs]
  have hsm : s < moment a b T 2 := sub_pos.1 ((mul_pos_iff_of_pos_left c).1 prod)
  rw [(variance_eq hP hT).1]
  exact ⟨hsm, div_lt_div_of_pos_left hT hs hsm⟩
```

For a single classical mode with this even quartic potential, the theorem fixes the sign of the discrepancy between force constants fitted to forces sampled from the exact Boltzmann distribution and those of a centred self-consistent phonon calculation. Coupled modes, cubic terms, quantum fluctuations and Gaussians displaced from the origin lie beyond this model.

The last theorem uses the comparison at \(s=m\), where its right side vanishes.

```lean
/-- For `b, T > 0` and any real `a`, the exact fourth moment lies strictly below the
Gaussian value: `⟨x⁴⟩ < 3m²`, with `m` the variance. -/
theorem fourth_moment_lt (hb : 0 < b) (hT : 0 < T) :
    moment a b T 4 < 3 * variance a b T ^ 2 := by
  obtain ⟨hv, hm⟩ := variance_eq (a := a) (Or.inl hb) hT
  have gap := gaussian_comparison (a := a) hb hT hm
  rw [sub_self, mul_zero] at gap
  rw [hv]
  by_contra hc
  have := mul_nonneg hb.le (sub_nonneg.2 (not_lt.1 hc))
  linarith

end

end SelfConsistentPhonon
```

```lean
#print axioms SelfConsistentPhonon.force_fit
#print axioms SelfConsistentPhonon.fitted_lt_selfConsistent
#print axioms SelfConsistentPhonon.fourth_moment_lt
```

```
'SelfConsistentPhonon.force_fit' depends on axioms: [propext, Classical.choice, Quot.sound]
'SelfConsistentPhonon.fitted_lt_selfConsistent' depends on axioms: [propext, Classical.choice, Quot.sound]
'SelfConsistentPhonon.fourth_moment_lt' depends on axioms: [propext, Classical.choice, Quot.sound]
```
